# Gibbs–Bogoliubov bounds on a free-energy difference over a finite configuration set

## Physical setting

A formal statement about two canonical ensembles has to fix what a configuration is, and here the configurations form a finite nonempty set $S$, each counted once, with a finite real energy for every $s \in S$. Sums over $S$ take the place of phase-space integrals, and every Boltzmann weight is strictly positive.

Two thermodynamic states, labelled 0 and 1, share the set $S$ and the inverse temperature $\beta = 1/k_BT > 0$, with $k_B$ the Boltzmann constant and $T$ the temperature. They differ in their energy functions $U_0, U_1 : S \to \mathbb{R}$. For $i = 0, 1$ the partition function, the Boltzmann distribution and the free energy are

$$Z_i = \sum_{s} e^{-\beta U_i(s)}, \qquad p_i(s) = \frac{e^{-\beta U_i(s)}}{Z_i}, \qquad F_i = -\frac{1}{\beta}\log Z_i .$$

The differences are $\Delta U(s) = U_1(s) - U_0(s)$ and $\Delta F = F_1 - F_0$. The average of an observable $f$ in state $i$ is $\langle f\rangle_i = \sum_s p_i(s) f(s)$, and the Kullback–Leibler divergence of two distributions $p, q$ on $S$ is

$$\mathrm{KL}(p,q) = \sum_s p(s)\log\frac{p(s)}{q(s)},$$

with the natural logarithm.

In a free-energy perturbation calculation, the exact averages of $\Delta U$ in the two end states bracket $\Delta F$, here for a finite set of configurations such as those of a lattice model or a discretised coordinate.

## Statement

For $\beta > 0$ and any $U_0, U_1$:

1. $\beta\,(\langle\Delta U\rangle_0 - \Delta F) = \mathrm{KL}(p_0,p_1)$, the theorem `forward_gap`.
2. $\beta\,(\Delta F - \langle\Delta U\rangle_1) = \mathrm{KL}(p_1,p_0)$, the theorem `reverse_gap`.
3. $\langle\Delta U\rangle_1 \le \Delta F \le \langle\Delta U\rangle_0$, and each of the two inequalities, taken separately, is an equality if and only if there is a number $c$ with $\Delta U(s) = c$ for all $s$. This is `gibbs_bogoliubov`.
4. $\beta\,(\langle\Delta U\rangle_0 - \langle\Delta U\rangle_1) = \mathrm{KL}(p_0,p_1) + \mathrm{KL}(p_1,p_0)$, and the two averages agree if and only if $\Delta U$ is constant. This is `bracket_width`.

## Derivation

*Step 1, normalisation.* $Z_i$ is a nonempty sum of positive numbers, so $Z_i > 0$, $p_i(s) > 0$, and $\sum_s p_i(s) = Z_i/Z_i = 1$.

*Step 2, the log-ratio.* Since $\log Z_i = -\beta F_i$, we have $\log p_i(s) = -\beta U_i(s) - \log Z_i = \beta\,(F_i - U_i(s))$. Subtracting the two cases gives

$$\log\frac{p_0(s)}{p_1(s)} = \beta\,(F_0 - U_0(s)) - \beta\,(F_1 - U_1(s)) = \beta\,(\Delta U(s) - \Delta F).$$

*Step 3, the sign of KL.* Let $p, q$ be positive and normalised. For $x > 0$ with $x \ne 1$, $\log x < x - 1$. Put $x = q(s)/p(s)$ at a point where $p(s) \neq q(s)$ and multiply by $p(s) > 0$, which gives $p(s)\log(q(s)/p(s)) < q(s) - p(s)$. Rearranged, the quantity

$$t(s) = p(s)\log\frac{p(s)}{q(s)} - \bigl(p(s) - q(s)\bigr)$$

is positive there, and it is zero where $p(s) = q(s)$. Because $\sum_s (p(s) - q(s)) = 1 - 1 = 0$, we have $\mathrm{KL}(p,q) = \sum_s t(s) \ge 0$. The sum vanishes only if every $t(s)$ does, that is if $p = q$; conversely $p = q$ makes every logarithm zero.

*Step 4, equal distributions.* If $p_0 = p_1$, the left side of step 2 is zero, and since $\beta \neq 0$ we get $\Delta U(s) = \Delta F$ for all $s$. Conversely, if $\Delta U(s) = c$ for all $s$, then $e^{-\beta U_1(s)} = e^{-\beta c}e^{-\beta U_0(s)}$, hence $Z_1 = e^{-\beta c}Z_0$, and the factor cancels in $p_1$, leaving $p_1 = p_0$.

*Step 5, the two identities.* Multiply step 2 by $p_0(s)$ and sum:

$$\mathrm{KL}(p_0,p_1) = \beta\sum_s p_0(s)\,\Delta U(s) - \beta\,\Delta F\sum_s p_0(s) = \beta\,(\langle\Delta U\rangle_0 - \Delta F).$$

Exchanging the labels 0 and 1 changes the sign of both $\Delta U$ and $\Delta F$, so $\mathrm{KL}(p_1,p_0) = \beta\,(-\langle\Delta U\rangle_1 + \Delta F)$.

*Step 6, the bounds.* By step 3 both divergences are nonnegative, and division by $\beta > 0$ gives the two inequalities. One of them is an equality exactly when its divergence is zero, hence when $p_0 = p_1$, hence by step 4 when $\Delta U$ is constant.

*Step 7, the width.* Adding the two identities eliminates $\Delta F$. If $\langle\Delta U\rangle_0 = \langle\Delta U\rangle_1$, then $\Delta F$ lies between two equal numbers, the upper bound is attained, and $\Delta U$ is constant. If $\Delta U$ is constant, both averages equal $\Delta F$.

A two-state instance shows the numbers. Take $S = \{a,b\}$, energies in units of $k_BT$ so that $\beta = 1$, $U_0 = (0,0)$ and $U_1 = (0,\log 3)$. Then $Z_0 = 2$, $p_0 = (\tfrac12,\tfrac12)$, $Z_1 = \tfrac43$, $p_1 = (\tfrac34,\tfrac14)$, and

$$\langle\Delta U\rangle_1 = \tfrac14\log 3 \approx 0.2747, \qquad \Delta F = \log\tfrac32 \approx 0.4055, \qquad \langle\Delta U\rangle_0 = \tfrac12\log 3 \approx 0.5493 .$$

Directly from the definition, $\mathrm{KL}(p_0,p_1) = \tfrac12\log\tfrac23 + \tfrac12\log 2 \approx 0.1438$ and $\mathrm{KL}(p_1,p_0) = \tfrac34\log\tfrac32 + \tfrac14\log\tfrac12 \approx 0.1308$. These are the upper and the lower gap, and they add up to the width $\tfrac14\log 3$.

The same numbers expose a tempting error in step 3, which is to argue that each term $p(s)\log(p(s)/q(s))$ is nonnegative. The term of configuration $a$ in $\mathrm{KL}(p_0,p_1)$ is $\tfrac12\log\tfrac23 \approx -0.2027$. After subtraction of $p_0(a) - p_1(a) = -\tfrac14$ it becomes $t(a) \approx 0.0473$, and this subtraction leaves the sum over all configurations unchanged because the two distributions have the same total, here 1.

## What the formal version assumes

The type `S` with `[Fintype S]` and `[Nonempty S]` is the configuration set, and an energy is any function `S → ℝ`. The definitions `partition β U`, `boltz β U s` and `freeEnergy β U` are $Z$, $p(s)$ and $F$ for the energy $U$, and `deltaF β U0 U1` fixes the sign convention $\Delta F = F_1 - F_0$. The expression `U1 - U0` is the pointwise difference $\Delta U$, so `avg (boltz β U0) (U1 - U0)` is $\langle\Delta U\rangle_0$. In `kl p q` the first argument supplies the weights. Constancy of $\Delta U$ is written `∃ c : ℝ, ∀ s, (U1 - U0) s = c`, with a single $c$ for all configurations.

The only hypothesis on the parameters is `hβ : 0 < β`. Lean assigns values to division by zero and to the logarithm of zero, but with $\beta > 0$ and $S$ nonempty every denominator and every argument of a logarithm is positive, so none of these values enters. When $S$ has a single element, $p_0 = p_1 = 1$, $F_i = U_i$, $\Delta U$ is constant, and both bounds are equalities.

The canonical form of the two distributions is a definition here and is not derived from dynamics. Both states have the same temperature and the same configurations. Real-valued energies exclude a hard-core interaction that forbids a configuration in one state and allows it in the other; configurations forbidden in both states can be left out of $S$. The averages are exact ensemble averages, so the theorems say nothing about estimates from a finite sample, and continuous configuration spaces are not covered.

In quantum statistical mechanics the name Gibbs–Bogoliubov refers to the bound $F_1 \le F_0 + \langle H_1 - H_0\rangle_0$ for Hamiltonian operators $H_0, H_1$ that need not commute. The theorems here concern functions on a set, which corresponds to two Hamiltonians on a finite-dimensional space that are diagonal in one common basis labelled by $S$; no operator appears in the file.

## The file

```lean
import Mathlib

open Finset

namespace GibbsBogoliubov

noncomputable section

variable {S : Type*} [Fintype S]

/-- Partition function `Z = ∑ exp(-β U)` of the energy `U` on a finite configuration set. -/
def partition (β : ℝ) (U : S → ℝ) : ℝ := ∑ s, Real.exp (-(β * U s))

/-- Boltzmann probability `exp(-β U s) / Z` of configuration `s`. -/
def boltz (β : ℝ) (U : S → ℝ) (s : S) : ℝ := Real.exp (-(β * U s)) / partition β U

/-- Free energy `F = -(1/β) log Z`. -/
def freeEnergy (β : ℝ) (U : S → ℝ) : ℝ := -Real.log (partition β U) / β

/-- Free-energy difference `ΔF = F₁ - F₀`. -/
def deltaF (β : ℝ) (U0 U1 : S → ℝ) : ℝ := freeEnergy β U1 - freeEnergy β U0

/-- Average of the observable `f` over the distribution `p`. -/
def avg (p f : S → ℝ) : ℝ := ∑ s, p s * f s

/-- Kullback-Leibler divergence `∑ p log (p / q)`. -/
def kl (p q : S → ℝ) : ℝ := ∑ s, p s * Real.log (p s / q s)

/-- For strictly positive normalised distributions the Kullback-Leibler divergence is
nonnegative, and it vanishes exactly when the distributions coincide. -/
theorem kl_nonneg_and_eq_zero_iff (p q : S → ℝ) (hp : ∀ s, 0 < p s) (hq : ∀ s, 0 < q s)
    (hp1 : ∑ s, p s = 1) (hq1 : ∑ s, q s = 1) :
    0 ≤ kl p q ∧ (kl p q = 0 ↔ p = q) := by
  -- strict tangent inequality `log x < x - 1` at `x = q / p ≠ 1`
  have hlt : ∀ s, p s ≠ q s → 0 < p s * Real.log (p s / q s) - (p s - q s) := by
    intro s hne
    have hps := (hp s).ne'
    have hqs := (hq s).ne'
    have hx : q s / p s ≠ 1 := fun h => hne (div_eq_one_iff_eq hps |>.mp h).symm
    have h1 := Real.log_lt_sub_one_of_pos (div_pos (hq s) (hp s)) hx
    have h2 := mul_lt_mul_of_pos_left h1 (hp s)
    have h3 : p s * (q s / p s - 1) = q s - p s := by field_simp
    rw [h3, Real.log_div hqs hps] at h2
    rw [Real.log_div hps hqs]
    linarith
  have hle : ∀ s, 0 ≤ p s * Real.log (p s / q s) - (p s - q s) := by
    intro s
    by_cases h : p s = q s
    · rw [h, div_self (hq s).ne']
      simp
    · exact (hlt s h).le
  -- normalisation turns the divergence into a sum of nonnegative terms
  have hsum : kl p q = ∑ s, (p s * Real.log (p s / q s) - (p s - q s)) := by
    rw [Finset.sum_sub_distrib, Finset.sum_sub_distrib, hp1, hq1, sub_self, sub_zero, kl]
  refine ⟨?_, ?_, ?_⟩
  · rw [hsum]
    exact Finset.sum_nonneg fun s _ => hle s
  · intro h0
    rw [hsum, Finset.sum_eq_zero_iff_of_nonneg fun s _ => hle s] at h0
    funext s
    by_contra hne
    exact (hlt s hne).ne' (h0 s (Finset.mem_univ s))
  · intro h
    unfold kl
    refine Finset.sum_eq_zero fun s _ => ?_
    rw [h, div_self (hq s).ne', Real.log_one, mul_zero]

variable [Nonempty S]

/-- The partition function is positive, and the Boltzmann probabilities are positive and
sum to one. -/
theorem boltz_prob (β : ℝ) (U : S → ℝ) :
    0 < partition β U ∧ (∀ s, 0 < boltz β U s) ∧ ∑ s, boltz β U s = 1 := by
  have hZ : 0 < partition β U :=
    Finset.sum_pos (fun s _ => Real.exp_pos _) Finset.univ_nonempty
  refine ⟨hZ, fun s => div_pos (Real.exp_pos _) hZ, ?_⟩
  unfold boltz
  rw [← Finset.sum_div]
  exact div_self hZ.ne'

/-- The logarithm of the ratio of the two Boltzmann probabilities of a configuration is
`β (ΔU - ΔF)`. -/
theorem log_ratio {β : ℝ} (hβ : 0 < β) (U0 U1 : S → ℝ) (s : S) :
    Real.log (boltz β U0 s / boltz β U1 s) = β * ((U1 - U0) s - deltaF β U0 U1) := by
  have hb := hβ.ne'
  -- `log p = β (F - U)` for each state
  have hlog : ∀ U : S → ℝ, Real.log (boltz β U s) = β * (freeEnergy β U - U s) := by
    intro U
    have hF : β * freeEnergy β U = -Real.log (partition β U) := by
      unfold freeEnergy
      field_simp
    unfold boltz
    rw [Real.log_div (Real.exp_pos _).ne' (boltz_prob β U).1.ne', Real.log_exp, mul_sub, hF]
    ring
  rw [Real.log_div ((boltz_prob β U0).2.1 s).ne' ((boltz_prob β U1).2.1 s).ne', hlog, hlog,
    Pi.sub_apply, deltaF]
  ring

/-- Two energies have the same Boltzmann distribution exactly when their difference is
constant. -/
theorem boltz_eq_iff {β : ℝ} (hβ : 0 < β) (U0 U1 : S → ℝ) :
    boltz β U0 = boltz β U1 ↔ ∃ c : ℝ, ∀ s, (U1 - U0) s = c := by
  constructor
  · intro h
    refine ⟨deltaF β U0 U1, fun s => ?_⟩
    have h1 := log_ratio hβ U0 U1 s
    rw [h, div_self ((boltz_prob β U1).2.1 s).ne', Real.log_one] at h1
    have h2 := (mul_eq_zero.mp h1.symm).resolve_left hβ.ne'
    linarith
  · rintro ⟨c, hc⟩
    -- a constant shift factors out of every weight and of the partition function
    have hw : ∀ s, Real.exp (-(β * U1 s)) = Real.exp (-(β * c)) * Real.exp (-(β * U0 s)) := by
      intro s
      have h1 : U1 s - U0 s = c := hc s
      rw [← Real.exp_add, ← h1]
      congr 1
      ring
    have hZ : partition β U1 = Real.exp (-(β * c)) * partition β U0 := by
      unfold partition
      rw [Finset.mul_sum]
      exact Finset.sum_congr rfl fun s _ => hw s
    funext s
    unfold boltz
    rw [hw, hZ, mul_div_mul_left _ _ (Real.exp_pos _).ne']

/-- Forward identity: `β (⟨ΔU⟩₀ - ΔF) = KL(p₀, p₁)`. -/
theorem forward_gap {β : ℝ} (hβ : 0 < β) (U0 U1 : S → ℝ) :
    β * (avg (boltz β U0) (U1 - U0) - deltaF β U0 U1) = kl (boltz β U0) (boltz β U1) := by
  have h : ∀ s, boltz β U0 s * Real.log (boltz β U0 s / boltz β U1 s)
      = β * (boltz β U0 s * (U1 - U0) s) - β * deltaF β U0 U1 * boltz β U0 s := by
    intro s
    rw [log_ratio hβ]
    ring
  unfold kl avg
  rw [Finset.sum_congr rfl fun s _ => h s, Finset.sum_sub_distrib, ← Finset.mul_sum,
    ← Finset.mul_sum, (boltz_prob β U0).2.2]
  ring

/-- Reverse identity: `β (ΔF - ⟨ΔU⟩₁) = KL(p₁, p₀)`. -/
theorem reverse_gap {β : ℝ} (hβ : 0 < β) (U0 U1 : S → ℝ) :
    β * (deltaF β U0 U1 - avg (boltz β U1) (U1 - U0)) = kl (boltz β U1) (boltz β U0) := by
  -- exchange the two states: both `ΔU` and `ΔF` change sign
  have ha : avg (boltz β U1) (U0 - U1) = -avg (boltz β U1) (U1 - U0) := by
    unfold avg
    rw [← Finset.sum_neg_distrib]
    refine Finset.sum_congr rfl fun s _ => ?_
    simp only [Pi.sub_apply]
    ring
  rw [← forward_gap hβ U1 U0, ha]
  unfold deltaF
  ring

/-- Gibbs-Bogoliubov bounds `⟨ΔU⟩₁ ≤ ΔF ≤ ⟨ΔU⟩₀`; each of them is an equality if and only if
`ΔU` is constant. -/
theorem gibbs_bogoliubov {β : ℝ} (hβ : 0 < β) (U0 U1 : S → ℝ) :
    avg (boltz β U1) (U1 - U0) ≤ deltaF β U0 U1 ∧
    deltaF β U0 U1 ≤ avg (boltz β U0) (U1 - U0) ∧
    (avg (boltz β U1) (U1 - U0) = deltaF β U0 U1 ↔ ∃ c : ℝ, ∀ s, (U1 - U0) s = c) ∧
    (deltaF β U0 U1 = avg (boltz β U0) (U1 - U0) ↔ ∃ c : ℝ, ∀ s, (U1 - U0) s = c) := by
  obtain ⟨_, p0, n0⟩ := boltz_prob β U0
  obtain ⟨_, p1, n1⟩ := boltz_prob β U1
  obtain ⟨f1, f2⟩ := kl_nonneg_and_eq_zero_iff _ _ p0 p1 n0 n1
  obtain ⟨r1, r2⟩ := kl_nonneg_and_eq_zero_iff _ _ p1 p0 n1 n0
  rw [← forward_gap hβ] at f1 f2
  rw [← reverse_gap hβ] at r1 r2
  rw [mul_eq_zero, or_iff_right hβ.ne', sub_eq_zero] at f2 r2
  have f3 := nonneg_of_mul_nonneg_right f1 hβ
  have r3 := nonneg_of_mul_nonneg_right r1 hβ
  have hc := boltz_eq_iff hβ U0 U1
  refine ⟨by linarith, by linarith, ?_, ?_⟩
  · exact ⟨fun h => hc.mp (r2.mp h.symm).symm, fun h => (r2.mpr (hc.mpr h).symm).symm⟩
  · exact ⟨fun h => hc.mp (f2.mp h.symm), fun h => (f2.mpr (hc.mpr h)).symm⟩

/-- `β (⟨ΔU⟩₀ - ⟨ΔU⟩₁)` equals the sum of the two Kullback-Leibler divergences, and the two
averages agree if and only if `ΔU` is constant. -/
theorem bracket_width {β : ℝ} (hβ : 0 < β) (U0 U1 : S → ℝ) :
    β * (avg (boltz β U0) (U1 - U0) - avg (boltz β U1) (U1 - U0))
      = kl (boltz β U0) (boltz β U1) + kl (boltz β U1) (boltz β U0) ∧
    (avg (boltz β U0) (U1 - U0) = avg (boltz β U1) (U1 - U0) ↔
      ∃ c : ℝ, ∀ s, (U1 - U0) s = c) := by
  obtain ⟨h1, h2, h3, h4⟩ := gibbs_bogoliubov hβ U0 U1
  refine ⟨?_, fun h => h4.mp (by linarith), fun h => ?_⟩
  · rw [← forward_gap hβ U0 U1, ← reverse_gap hβ U0 U1]
    ring
  · rw [h3.mpr h, ← h4.mpr h]

end

end GibbsBogoliubov
```

```lean
#print axioms GibbsBogoliubov.gibbs_bogoliubov
#print axioms GibbsBogoliubov.bracket_width
```

```
'GibbsBogoliubov.gibbs_bogoliubov' depends on axioms: [propext, Classical.choice, Quot.sound]
'GibbsBogoliubov.bracket_width' depends on axioms: [propext, Classical.choice, Quot.sound]
```

## Notes on the proof

`kl_nonneg_and_eq_zero_iff` is step 3, stated for arbitrary $p, q$ with the positivity hypotheses `hp`, `hq` and the normalisations `hp1`, `hq1`. In `hlt`, `Real.log_lt_sub_one_of_pos` is the strict inequality at $x = q(s)/p(s)$, `h2` multiplies it by $p(s)$, and `h3` evaluates the right side as $q(s) - p(s)$, which yields $t(s) > 0$. Then `hle` adds the case $p(s) = q(s)$, and `hsum` is $\mathrm{KL}(p,q) = \sum_s t(s)$, the one place where normalisation is used. For the equality case, `Finset.sum_eq_zero_iff_of_nonneg` makes every $t(s)$ zero, which contradicts `hlt` at any point where $p$ and $q$ differ.

`boltz_prob` is step 1 and holds for every real $\beta$. `log_ratio` is step 2: the inner `hlog` proves $\log p(s) = \beta\,(F - U(s))$ once for a general energy $U$, by way of `hF`, which is $\beta F = -\log Z$, and is then applied to both states.

`boltz_eq_iff` is step 4. The forward direction supplies `deltaF β U0 U1` as the constant and cancels $\beta$ with `mul_eq_zero`. In the backward direction `hw` and `hZ` extract $e^{-\beta c}$ from each weight and from the partition function, and `mul_div_mul_left` cancels it.

`forward_gap` and `reverse_gap` are step 5. The first rewrites each term of the divergence by `log_ratio`, splits the sum, and uses `(boltz_prob β U0).2.2` for $\sum_s p_0(s) = 1$. The second calls `forward_gap hβ U1 U0` with the states exchanged, and `ha` carries the sign change of the average.

`gibbs_bogoliubov` is step 6. It applies step 3 in both orders, which gives `f1`, `f2` for $\mathrm{KL}(p_0,p_1)$ and `r1`, `r2` for $\mathrm{KL}(p_1,p_0)$, and replaces each divergence by $\beta$ times its gap. The sign of $\beta$ is used in `f3` and `r3`, where the factor is removed from an inequality; the earlier lemmas and the equality cases use only `hβ.ne'`. The equality cases chain `f2` or `r2` with `boltz_eq_iff`.

`bracket_width` is step 7. The first part adds the two identities, and in the second `linarith` squeezes $\Delta F$ between the equal averages, so that the equality case `h4` of the upper bound applies.
